# For strongly screened remote donors, the transport-to-quantum lifetime ratio is asymptotic to \((2k_Fd)^2\) at large distance

**Q:** Let me start with a case I can do in my head. Suppose scattering by a small angle \(\theta\) has weight \(e^{-a\theta}\), with \(a>0\), and let \(\theta\) run from zero to infinity. Then

\[
\int_0^\infty e^{-a\theta}\,d\theta=\frac1a,\qquad
\int_0^\infty \frac{\theta^2}{2}\,e^{-a\theta}\,d\theta=\frac1{a^3}.
\]

The first is the total rate, the second the rate weighted by momentum loss, and their ratio is \(a^2\). But on a real Fermi circle the angle stops at \(\pi\) and the momentum transfer isn't proportional to \(\theta\). Does the formal statement treat the circle, or this caricature?

**A:** The circle. For elastic scattering at Fermi wavenumber \(k=k_F\), the momentum transfer is \(q=k\,c(\theta)\) with \(c(\theta)=2\sin(\theta/2)\). That is `chord`.

```lean
import Mathlib

open MeasureTheory Filter Set
open scoped Real Topology

namespace RemoteDonorLifetime

noncomputable section

/-- Momentum transfer, in units of the Fermi wavenumber, for elastic scattering by the angle `θ`. -/
def chord (θ : ℝ) : ℝ := 2 * Real.sin (θ / 2)
```

With the full sine in the exponent, the two integrals are

\[
I_0(a)=\int_0^\pi e^{-2a\sin(\theta/2)}\,d\theta,\qquad
I_1(a)=\int_0^\pi(1-\cos\theta)\,e^{-2a\sin(\theta/2)}\,d\theta .
\]

```lean
/-- The angular integral `I₀(a)` that governs the quantum scattering rate. -/
def quantumIntegral (a : ℝ) : ℝ :=
  ∫ θ in (0 : ℝ)..π, Real.exp (-2 * a * Real.sin (θ / 2))

/-- The angular integral `I₁(a)`, weighted by `1 - cos θ`, that governs the transport rate. -/
def transportIntegral (a : ℝ) : ℝ :=
  ∫ θ in (0 : ℝ)..π, (1 - Real.cos θ) * Real.exp (-2 * a * Real.sin (θ / 2))
```

Both are cases of one family, \(M_n(a)=\int_0^\pi c(\theta)^n e^{-a\,c(\theta)}\,d\theta\).

```lean
/-- The `n`-th moment of the momentum transfer under the remote-donor weight. -/
def moment (n : ℕ) (a : ℝ) : ℝ :=
  ∫ θ in (0 : ℝ)..π, chord θ ^ n * Real.exp (-(a * chord θ))
```

**Q:** Where are the donors in this?

**A:** In the weight. The potential of a charge at distance \(d\) from the carrier plane is reduced by \(e^{-qd}\) at wavenumber \(q\), and the scattering probability contains its square, so the weight is \(W e^{-2qd}\). Inserting \(q=2k\sin(\theta/2)\) gives the exponent \(-2a\sin(\theta/2)\) with \(a=2kd\).

```lean
/-- Scattering weight of donors at distance `d` for momentum transfer `q`, with strength `W`. -/
def donorWeight (W d q : ℝ) : ℝ := W * Real.exp (-2 * q * d)
```

**Q:** A screened Coulomb potential also has a \(q\)-dependent denominator. You have made \(W\) a constant.

**A:** Yes, that is assumed. It stands for screening so strong that the screening wavenumber dominates \(q\) in the denominator. \(W\) also absorbs donor density and coupling strength, and it does not vary with \(d\). The model is a single thin layer of uncorrelated donors, a two-dimensional carrier sheet of zero thickness, and elastic scattering in the Born approximation.

The lifetimes are inverses of the angular integrals:

```lean
/-- Quantum lifetime at Fermi wavenumber `k`, in arbitrary units: the inverse of the total
scattering rate, with constant prefactors omitted. Its domain is `W > 0`. -/
def quantumLifetime (W k d : ℝ) : ℝ :=
  1 / ∫ θ in (0 : ℝ)..π, donorWeight W d (k * chord θ)

/-- Transport lifetime at Fermi wavenumber `k`, in the same arbitrary units as `quantumLifetime`:
the inverse, with constant prefactors omitted, of the scattering rate weighted by `1 - cos θ`. Its
domain is `W > 0`. -/
def transportLifetime (W k d : ℝ) : ℝ :=
  1 / ∫ θ in (0 : ℝ)..π, (1 - Real.cos θ) * donorWeight W d (k * chord θ)
```

**Q:** Those have no \(\hbar\), no mass, and only half the circle.

**A:** Those factors multiply both rates equally, so they cancel in the ratio. The individual lifetimes are therefore in arbitrary units; only their ratio has physical content here.

**Q:** Then show me how the circle reduces to my caricature.

**A:** First, bound the chord. On \([0,\pi/2]\) the sine satisfies \(2x/\pi\le\sin x\le x\). Setting \(x=\theta/2\) gives \(2\theta/\pi\le c(\theta)\le\theta\) for \(0\le\theta\le\pi\).

```lean
/-- For angles between `0` and `π`, the momentum transfer lies between `2θ/π` and `θ`. -/
theorem chord_bounds {θ : ℝ} (h0 : 0 ≤ θ) (h1 : θ ≤ π) :
    2 / π * θ ≤ chord θ ∧ chord θ ≤ θ := by
  have hl := Real.mul_le_sin (x := θ / 2) (by linarith) (by linarith)
  have hu := Real.sin_le (x := θ / 2) (by linarith)
  unfold chord
  constructor
  · calc 2 / π * θ = 2 * (2 / π * (θ / 2)) := by ring
      _ ≤ 2 * Real.sin (θ / 2) := by linarith
  · linarith
```

Second, the transport factor is exactly quadratic in the chord: \(1-\cos\theta=2\sin^2(\theta/2)=c(\theta)^2/2\). Hence \(I_0=M_0\) and \(I_1=M_2/2\).

```lean
/-- The transport factor `1 - cos θ` is half the squared momentum transfer. -/
theorem one_sub_cos_eq (θ : ℝ) : 1 - Real.cos θ = chord θ ^ 2 / 2 := by
  have h := Real.cos_two_mul (θ / 2)
  have e : 2 * (θ / 2) = θ := by ring
  rw [e] at h
  have s := Real.sin_sq_add_cos_sq (θ / 2)
  unfold chord
  linear_combination -h - 2 * s
```

Both integrands are positive inside the interval, so \(I_0\) and \(I_1\) are positive for every real \(a\). With \(W>0\), we never divide by zero in forming the lifetimes or their ratio.

```lean
/-- Both angular integrals are strictly positive. -/
theorem integrals_pos (a : ℝ) : 0 < quantumIntegral a ∧ 0 < transportIntegral a := by
  constructor
  · refine intervalIntegral.intervalIntegral_pos_of_pos_on
      (Continuous.intervalIntegrable (by fun_prop) _ _) (fun θ _ => Real.exp_pos _) Real.pi_pos
  · refine intervalIntegral.intervalIntegral_pos_of_pos_on
      (Continuous.intervalIntegrable (by fun_prop) _ _) (fun θ hθ => ?_) Real.pi_pos
    have hp : 0 < 2 / π * θ := mul_pos (div_pos two_pos Real.pi_pos) hθ.1
    have hc : 0 < chord θ := lt_of_lt_of_le hp (chord_bounds hθ.1.le hθ.2.le).1
    rw [one_sub_cos_eq]
    positivity
```

**Q:** And the limit?

**A:** Substitute \(\theta=t/a\):

\[
a^{n+1}M_n(a)=\int_0^{a\pi}\bigl[a\,c(t/a)\bigr]^n e^{-a\,c(t/a)}\,dt .
\]

At fixed \(t\), \(a\,c(t/a)=2a\sin\bigl(t/(2a)\bigr)\to t\). Lean obtains this from a derivative: \(s\mapsto c(ts)\) has slope \(t\) at \(s=0\), and one takes \(s=1/a\).

```lean
/-- At small angle the momentum transfer is linear: `a` times the chord of `t / a` tends to `t`
as `a → ∞`. -/
theorem tendsto_scaled_chord (t : ℝ) :
    Tendsto (fun a : ℝ => a * chord (t / a)) atTop (𝓝 t) := by
  have h1 : HasDerivAt (fun s : ℝ => t * s / 2) (t / 2) 0 := by
    simpa using ((hasDerivAt_id (0 : ℝ)).const_mul t).div_const 2
  have hd : HasDerivAt (fun s : ℝ => chord (t * s)) t 0 :=
    (h1.sin.const_mul 2).congr_deriv (by rw [mul_zero, zero_div, Real.cos_zero]; ring)
  have hinv : Tendsto (fun a : ℝ => a⁻¹) atTop (𝓝[≠] 0) := by
    refine tendsto_nhdsWithin_iff.2 ⟨tendsto_inv_atTop_zero, ?_⟩
    filter_upwards [eventually_gt_atTop 0] with a ha
    exact inv_ne_zero ha.ne'
  refine (hd.tendsto_slope_zero.comp hinv).congr fun a => ?_
  simp [chord, div_eq_mul_inv]
```

**Q:** Pointwise convergence doesn't let you exchange limit and integral, and your upper limit is moving as well.

**A:** The chord bounds settle the first point. They give \(2t/\pi\le a\,c(t/a)\le t\), so the integrand is at most \(t^n e^{-2t/\pi}\), which is integrable and independent of \(a\). Dominated convergence then yields

\[
a^{n+1}M_n(a)\to\int_0^\infty t^n e^{-t}\,dt=n!.
\]

For the second point, the proof defines `F` as the integrand multiplied by the indicator of \(t\le a\pi\), so that every integral runs over the same half-line. Within the proof, `hscale` is the substitution, `hgamma` the factorial integral, `hint` the integrability of the bound, and `hlim` the exchange of limits.

```lean
/-- As `a → ∞`, the `n`-th moment of the momentum transfer, multiplied by `a ^ (n + 1)`, tends to
`n!`. -/
theorem tendsto_moment (n : ℕ) :
    Tendsto (fun a : ℝ => a ^ (n + 1) * moment n a) atTop (𝓝 (n.factorial : ℝ)) := by
  let F : ℝ → ℝ → ℝ := fun a => (Iic (a * π)).indicator
    (fun t => (a * chord (t / a)) ^ n * Real.exp (-(a * chord (t / a))))
  -- the substitution θ = t / a
  have hscale : ∀ a : ℝ, 0 < a → ∫ t in Ioi 0, F a t = a ^ (n + 1) * moment n a := by
    intro a ha
    have h : (∫ t in (0 : ℝ)..(a * π),
          (a * chord (t / a)) ^ n * Real.exp (-(a * chord (t / a)))) =
        a • ∫ θ in (0 / a)..(a * π / a), (a * chord θ) ^ n * Real.exp (-(a * chord θ)) :=
      intervalIntegral.integral_comp_div
        (fun θ => (a * chord θ) ^ n * Real.exp (-(a * chord θ))) ha.ne'
    have h2 : (∫ θ in (0 : ℝ)..π, (a * chord θ) ^ n * Real.exp (-(a * chord θ))) =
        a ^ n * moment n a := by
      unfold moment
      rw [← intervalIntegral.integral_const_mul]
      refine intervalIntegral.integral_congr fun θ _ => ?_
      change (a * chord θ) ^ n * Real.exp (-(a * chord θ)) =
        a ^ n * (chord θ ^ n * Real.exp (-(a * chord θ)))
      rw [mul_pow, mul_assoc]
    change ∫ t in Ioi 0, (Iic (a * π)).indicator _ t = _
    rw [setIntegral_indicator measurableSet_Iic, Ioi_inter_Iic,
      ← intervalIntegral.integral_of_le (by positivity), h, zero_div,
      mul_div_cancel_left₀ π ha.ne', h2, smul_eq_mul]
    ring
  -- the limiting integral is Euler's Gamma integral
  have hgamma : ∫ t in Ioi (0 : ℝ), t ^ n * Real.exp (-t) = (n.factorial : ℝ) := by
    rw [← Real.Gamma_nat_eq_factorial, Real.Gamma_eq_integral (by positivity)]
    refine setIntegral_congr_fun measurableSet_Ioi fun t _ => ?_

    rw [add_sub_cancel_right, Real.rpow_natCast, mul_comm]
  have hint : IntegrableOn (fun t : ℝ => t ^ n * Real.exp (-(2 / π) * t)) (Ioi 0) := by
    have h := integrableOn_rpow_mul_exp_neg_mul_rpow (s := (n : ℝ)) (p := 1) (b := 2 / π)
      (by have : (0 : ℝ) ≤ n := n.cast_nonneg
          linarith) (by norm_num) (by positivity)
    simp only [Real.rpow_natCast, Real.rpow_one] at h
    exact h
  rw [← hgamma]
  have hlim : Tendsto (fun a => ∫ t in Ioi 0, F a t) atTop
      (𝓝 (∫ t in Ioi (0 : ℝ), t ^ n * Real.exp (-t))) := by
    refine tendsto_integral_filter_of_dominated_convergence
      (fun t => t ^ n * Real.exp (-(2 / π) * t)) ?_ ?_ hint ?_
    · refine Eventually.of_forall fun a => ?_
      have hc : Continuous (fun t : ℝ =>
          (a * chord (t / a)) ^ n * Real.exp (-(a * chord (t / a)))) := by
        unfold chord
        fun_prop
      exact (hc.measurable.indicator measurableSet_Iic).aestronglyMeasurable
    · filter_upwards [eventually_gt_atTop 0] with a ha
      filter_upwards [ae_restrict_mem measurableSet_Ioi] with t ht
      have ht0 : 0 < t := ht
      by_cases hta : t ≤ a * π
      · have hb := chord_bounds (θ := t / a) (by positivity)
          ((div_le_iff₀ ha).2 (by linarith))
        have e : a * (t / a) = t := by field_simp
        have hl : 2 / π * t ≤ a * chord (t / a) := by
          calc 2 / π * t = a * (2 / π * (t / a)) := by
                rw [mul_left_comm, e]
            _ ≤ _ := mul_le_mul_of_nonneg_left hb.1 ha.le
        have hu : a * chord (t / a) ≤ t :=
          (mul_le_mul_of_nonneg_left hb.2 ha.le).trans_eq e
        have hp : 0 ≤ a * chord (t / a) := le_trans (by positivity) hl
        change ‖(Iic (a * π)).indicator _ t‖ ≤ _
        rw [indicator_of_mem (mem_Iic.2 hta), Real.norm_of_nonneg (by positivity)]
        exact mul_le_mul (pow_le_pow_left₀ hp hu n) (Real.exp_le_exp.2 (by linarith))
          (Real.exp_pos _).le (by positivity)
      · change ‖(Iic (a * π)).indicator _ t‖ ≤ _
        rw [indicator_of_notMem (fun h => hta (mem_Iic.1 h)), norm_zero]
        positivity
    · refine Eventually.of_forall fun t => ?_
      have hc := tendsto_scaled_chord t
      refine ((hc.pow n).mul ((Real.continuous_exp.tendsto _).comp hc.neg)).congr' ?_
      filter_upwards [eventually_ge_atTop (t / π)] with a ha
      have hm : t ∈ Iic (a * π) := mem_Iic.2 ((div_le_iff₀ Real.pi_pos).1 ha)
      exact (indicator_of_mem hm (fun t : ℝ =>
        (a * chord (t / a)) ^ n * Real.exp (-(a * chord (t / a))))).symm
  refine hlim.congr' ?_
  filter_upwards [eventually_gt_atTop 0] with a ha
  exact hscale a ha
```

Taking \(n=0\) gives \(aI_0\to0!=1\). Taking \(n=2\) gives \(a^3I_1\to2!/2=1\). Your caricature supplies the correct leading terms.

```lean
/-- As `a → ∞`, `a I₀(a) → 1` and `a³ I₁(a) → 1`. -/
theorem tendsto_integrals :
    Tendsto (fun a => a * quantumIntegral a) atTop (𝓝 1) ∧
    Tendsto (fun a => a ^ 3 * transportIntegral a) atTop (𝓝 1) := by
  have e : ∀ a θ : ℝ, -2 * a * Real.sin (θ / 2) = -(a * chord θ) := by
    intro a θ
    unfold chord
    ring
  constructor
  · have h := tendsto_moment 0
    simp only [moment, pow_zero, one_mul, zero_add, pow_one, Nat.factorial_zero,
      Nat.cast_one] at h
    simp only [quantumIntegral, e]
    exact h
  · have h := (tendsto_moment 2).div_const 2
    have h2 : ((Nat.factorial 2 : ℕ) : ℝ) / 2 = 1 := by norm_num [Nat.factorial]
    rw [h2] at h
    refine h.congr fun a => ?_
    have hm : transportIntegral a = 1 / 2 * moment 2 a := by
      unfold transportIntegral moment
      rw [← intervalIntegral.integral_const_mul]
      refine intervalIntegral.integral_congr fun θ _ => ?_
      change (1 - Real.cos θ) * Real.exp (-2 * a * Real.sin (θ / 2)) =
        1 / 2 * (chord θ ^ 2 * Real.exp (-(a * chord θ)))
      rw [e, one_sub_cos_eq]
      ring
    rw [hm]
    ring
```

**Q:** That concerns \(a\). I measure lifetimes.

**A:** The definitions give \(1/\tau_q=W I_0(2kd)\) and \(1/\tau_{tr}=W I_1(2kd)\), so \(W\) cancels:

\[
\frac{\tau_{tr}}{\tau_q}=\frac{I_0(2kd)}{I_1(2kd)} .
\]

This is an identity at every distance, not only a large one.

```lean
/-- For `W > 0` the transport-to-quantum lifetime ratio is `I₀(a) / I₁(a)` with `a = 2 k d`. -/
theorem lifetime_ratio {W : ℝ} (hW : 0 < W) (k d : ℝ) :
    transportLifetime W k d / quantumLifetime W k d =
      quantumIntegral (2 * k * d) / transportIntegral (2 * k * d) := by
  have e : ∀ θ : ℝ, donorWeight W d (k * chord θ) =
      W * Real.exp (-2 * (2 * k * d) * Real.sin (θ / 2)) := by
    intro θ
    have h : -2 * (k * chord θ) * d = -2 * (2 * k * d) * Real.sin (θ / 2) := by
      unfold chord
      ring
    rw [donorWeight, h]
  have h0 := (integrals_pos (2 * k * d)).1.ne'
  have h1 := (integrals_pos (2 * k * d)).2.ne'
  have hq : quantumLifetime W k d = 1 / (W * quantumIntegral (2 * k * d)) := by
    simp only [quantumLifetime, quantumIntegral, e, intervalIntegral.integral_const_mul]
  have ht : transportLifetime W k d = 1 / (W * transportIntegral (2 * k * d)) := by
    simp only [transportLifetime, transportIntegral, e, mul_left_comm _ W,
      intervalIntegral.integral_const_mul]
  have hW' := hW.ne'
  rw [hq, ht]
  field_simp
```

Dividing by \(a^2\) gives

\[
\frac{I_0(a)}{a^2I_1(a)}=\frac{aI_0(a)}{a^3I_1(a)}\to1 .
\]

For fixed \(k>0\), \(a=2kd\) tends to infinity with \(d\), and the limit carries over. In the statement, `atTop` means \(d\to\infty\), and `𝓝 1` means that the expression tends to 1.

```lean
/-- At fixed `k > 0` and `W > 0`, the transport-to-quantum lifetime ratio divided by `(2 k d)²`
tends to `1` as the donor distance `d` tends to infinity. -/
theorem tendsto_lifetime_ratio {W k : ℝ} (hW : 0 < W) (hk : 0 < k) :
    Tendsto (fun d => transportLifetime W k d / quantumLifetime W k d / (2 * k * d) ^ 2)
      atTop (𝓝 1) := by
  have h : Tendsto (fun a => quantumIntegral a / transportIntegral a / a ^ 2) atTop (𝓝 1) := by
    have hdiv := tendsto_integrals.1.div tendsto_integrals.2 one_ne_zero
    rw [div_one] at hdiv
    refine hdiv.congr' ?_
    filter_upwards [eventually_gt_atTop 0] with a ha
    have h1 := (integrals_pos a).2.ne'
    have ha' := ha.ne'
    change a * quantumIntegral a / (a ^ 3 * transportIntegral a) = _
    field_simp
  have hd : Tendsto (fun d : ℝ => 2 * k * d) atTop atTop :=
    tendsto_id.const_mul_atTop (by positivity)
  refine (h.comp hd).congr fun d => ?_
  rw [lifetime_ratio hW]
  rfl
```

**Q:** So can I put my sample's \(d\) into \((2kd)^2\) and trust the number?

**A:** The theorem gives the limit without an error estimate, so it doesn't say how large \(2kd\) must be. For a definite distance, evaluate \(I_0/I_1\) numerically; within the model that ratio is exact.

**Q:** What happens at the other end, with donors in the plane?

**A:** At \(d=0\) the weight reduces to the constant \(W\), so scattering in this model is isotropic. Then \(I_0(0)=\pi\) and \(I_1(0)=\int_0^\pi(1-\cos\theta)\,d\theta=\pi\), because the cosine integrates to zero. The lifetimes are equal, so the quadratic law cannot hold at all distances. The equality rests on constant \(W\): with no exponential to suppress large \(q\), all transfers up to \(2k\) contribute, and the assumption is justified here when the screening wavenumber is much larger than \(2k\).

```lean
/-- For donors in the plane of the carriers, `d = 0`, and `W > 0`, the two lifetimes are equal. -/
theorem lifetimes_eq_at_zero_distance {W : ℝ} (hW : 0 < W) (k : ℝ) :
    transportLifetime W k 0 / quantumLifetime W k 0 = 1 := by
  have h : quantumIntegral 0 = transportIntegral 0 := by
    have hs : (∫ θ in (0 : ℝ)..π, (1 - Real.cos θ)) = π := by
      rw [intervalIntegral.integral_sub (Continuous.intervalIntegrable (by fun_prop) _ _)
        (Continuous.intervalIntegrable (by fun_prop) _ _), integral_cos]
      simp
    simp only [quantumIntegral, transportIntegral, mul_zero, zero_mul, Real.exp_zero, mul_one]
    rw [hs]
    simp
  rw [lifetime_ratio hW, mul_zero, h]
  exact div_self (integrals_pos 0).2.ne'

end

end RemoteDonorLifetime
```

**Q:** And what does this tell me about a real two-dimensional electron gas?

**A:** For one remote layer with constant \(W\), it shows how the transport lifetime, which enters the mobility, can far exceed the quantum lifetime, which enters the damping of quantum oscillations. When \(2kd\) is large, the donors deflect carriers mostly through angles of order \(1/(2kd)\); such deflections count fully in the total rate but little in the transport rate. Other scatterers, such as background impurities, would add to both rates and can change the ratio; the theorems describe the donor layer alone.

```lean
#print axioms RemoteDonorLifetime.tendsto_lifetime_ratio
#print axioms RemoteDonorLifetime.lifetimes_eq_at_zero_distance
```

```
'RemoteDonorLifetime.tendsto_lifetime_ratio' depends on axioms: [propext, Classical.choice, Quot.sound]
'RemoteDonorLifetime.lifetimes_eq_at_zero_distance' depends on axioms: [propext, Classical.choice, Quot.sound]
```
